# IORA in a constant potential: a gauge-dependent error of order c⁻⁴

Adding a constant to the potential V felt by an electron, the simplest change of gauge, should shift its energy E by that constant. Eliminating the small component from the Dirac equation respects this, because the denominator 2c² + E − V contains only the difference of E and V. The infinite-order regular approximation (IORA) drops E there and keeps 2c² − V, which changes with the shift. Here c is the speed of light, the electron mass is 1 and E is measured from the rest energy. For one momentum p in a constant potential, the resulting error can be computed exactly.

In Lean 4 with Mathlib:

```lean
import Mathlib

open Filter Topology Matrix

namespace IORAGaugeDependence

noncomputable section

/-- The relativistic kinetic energy at momentum `p`, with the rest energy removed. -/
def kineticEnergy (c p : ℝ) : ℝ := √(c ^ 4 + c ^ 2 * p ^ 2) - c ^ 2

/-- The Dirac energy in a constant potential `V`, measured from the rest energy. -/
def diracEnergy (c p V : ℝ) : ℝ := V - c ^ 2 + √(c ^ 4 + c ^ 2 * p ^ 2)

/-- The energy of the infinite-order regular approximation (IORA) in the scalar model. -/
def ioraEnergy (c p V : ℝ) : ℝ :=
  (V + c ^ 2 * p ^ 2 / (2 * c ^ 2 - V)) / (1 + c ^ 2 * p ^ 2 / (2 * c ^ 2 - V) ^ 2)

/-- The Dirac Hamiltonian of the scalar model, acting on a large and a small component. -/
def diracMatrix (c p V : ℝ) : Matrix (Fin 2) (Fin 2) ℝ :=
  !![V, c * p; c * p, V - 2 * c ^ 2]

/-- The kinetic energy `T` satisfies `T (T + 2c²) = c²p²` and is nonnegative. -/
theorem kinetic_relation (c p : ℝ) :
    kineticEnergy c p * (kineticEnergy c p + 2 * c ^ 2) = c ^ 2 * p ^ 2 ∧
      0 ≤ kineticEnergy c p := by
  constructor
  · have h := Real.sq_sqrt (show 0 ≤ c ^ 4 + c ^ 2 * p ^ 2 by positivity)
    unfold kineticEnergy
    linear_combination h
  · have h : (c ^ 2) ^ 2 ≤ c ^ 4 + c ^ 2 * p ^ 2 := by nlinarith [sq_nonneg (c * p)]
    have h' := (le_abs_self _).trans (Real.abs_le_sqrt h)
    unfold kineticEnergy
    linarith

/-- The Dirac energy is the potential plus a kinetic energy that does not depend on it. -/
theorem dirac_gauge (c p V : ℝ) : diracEnergy c p V = V + kineticEnergy c p := by
  unfold diracEnergy kineticEnergy
  ring

/-- For `c ≠ 0`, the Dirac energy is an eigenvalue of the Dirac Hamiltonian, with an explicit
nonzero eigenvector. -/
theorem dirac_eigenvector (c p V : ℝ) (hc : c ≠ 0) :
    ![kineticEnergy c p + 2 * c ^ 2, c * p] ≠ 0 ∧
      diracMatrix c p V *ᵥ ![kineticEnergy c p + 2 * c ^ 2, c * p] =
        diracEnergy c p V • ![kineticEnergy c p + 2 * c ^ 2, c * p] := by
  obtain ⟨hq, h0⟩ := kinetic_relation c p
  constructor
  · intro h
    have h1 : kineticEnergy c p + 2 * c ^ 2 = 0 := congrFun h 0
    have h2 : 0 < c ^ 2 := by positivity
    linarith
  · rw [dirac_gauge]
    ext i
    fin_cases i
    · simp [diracMatrix, Matrix.mulVec, dotProduct, Fin.sum_univ_two]
      linear_combination -hq
    · simp [diracMatrix, Matrix.mulVec, dotProduct, Fin.sum_univ_two]
      ring

/-- The IORA energy is the expectation value of the Dirac Hamiltonian in the spinor `(1, X)` whose
small component obeys `(2c² - V) X = c p`, provided `V ≠ 2c²`. -/
theorem iora_eq_expectation (c p V X : ℝ) (hV : V ≠ 2 * c ^ 2)
    (hX : (2 * c ^ 2 - V) * X = c * p) :
    ioraEnergy c p V =
      (![1, X] ⬝ᵥ (diracMatrix c p V *ᵥ ![1, X])) / (![1, X] ⬝ᵥ ![1, X]) := by
  have hD : 2 * c ^ 2 - V ≠ 0 := sub_ne_zero.mpr hV.symm
  have h1 : c ^ 2 * p ^ 2 / (2 * c ^ 2 - V) = (2 * c ^ 2 - V) * X ^ 2 := by
    rw [div_eq_iff hD]
    linear_combination (-((2 * c ^ 2 - V) * X + c * p)) * hX
  have h2 : c ^ 2 * p ^ 2 / (2 * c ^ 2 - V) ^ 2 = X ^ 2 := by
    rw [div_eq_iff (pow_ne_zero 2 hD)]
    linear_combination (-((2 * c ^ 2 - V) * X + c * p)) * hX
  have h3 : ![1, X] ⬝ᵥ (diracMatrix c p V *ᵥ ![1, X]) = V + (2 * c ^ 2 - V) * X ^ 2 := by
    simp [diracMatrix, Matrix.mulVec, dotProduct, Fin.sum_univ_two]
    linear_combination (-2 * X) * hX
  have h4 : ![1, X] ⬝ᵥ ![1, X] = 1 + X ^ 2 := by
    simp [dotProduct, Fin.sum_univ_two, pow_two]
  rw [h3, h4, ioraEnergy, h1, h2]

/-- The exact IORA error at finite `c` is the kinetic energy times the squared Dirac energy over
`(2c² - V)² + c²p²`, and the IORA energy does not exceed the Dirac energy, provided `V ≠ 2c²`. -/
theorem iora_error (c p V : ℝ) (hV : V ≠ 2 * c ^ 2) :
    diracEnergy c p V - ioraEnergy c p V =
        kineticEnergy c p * diracEnergy c p V ^ 2 / ((2 * c ^ 2 - V) ^ 2 + c ^ 2 * p ^ 2) ∧
      ioraEnergy c p V ≤ diracEnergy c p V := by
  obtain ⟨hq, h0⟩ := kinetic_relation c p
  have hD : 2 * c ^ 2 - V ≠ 0 := sub_ne_zero.mpr hV.symm
  have hN : (2 * c ^ 2 - V) ^ 2 + c ^ 2 * p ^ 2 ≠ 0 := by positivity
  -- clear the inner denominators of the IORA quotient
  have key : ∀ D q : ℝ, D ≠ 0 → 0 ≤ q →
      (V + q / D) / (1 + q / D ^ 2) = (V * D ^ 2 + q * D) / (D ^ 2 + q) := by
    intro D q hD hq
    have a1 : 1 + q / D ^ 2 ≠ 0 := by positivity
    have a2 : D ^ 2 + q ≠ 0 := by positivity
    rw [div_eq_div_iff a1 a2]
    field_simp
  have main : diracEnergy c p V - ioraEnergy c p V =
      kineticEnergy c p * diracEnergy c p V ^ 2 /
        ((2 * c ^ 2 - V) ^ 2 + c ^ 2 * p ^ 2) := by
    rw [ioraEnergy, key _ _ hD (by positivity), dirac_gauge, eq_div_iff hN, sub_mul,
      div_mul_cancel₀ _ hN]
    linear_combination (2 * c ^ 2 - V - (V + kineticEnergy c p)) * hq
  refine ⟨main, ?_⟩
  have hpos : 0 ≤ kineticEnergy c p * diracEnergy c p V ^ 2 /
      ((2 * c ^ 2 - V) ^ 2 + c ^ 2 * p ^ 2) :=
    div_nonneg (mul_nonneg h0 (sq_nonneg _)) (by positivity)
  linarith

/-- As `c` tends to infinity the kinetic energy tends to `p²/2`. -/
theorem kinetic_limit (p : ℝ) :
    Tendsto (fun c => kineticEnergy c p) atTop (𝓝 (p ^ 2 / 2)) := by
  have hk := (tendsto_inv_atTop_zero : Tendsto (fun r : ℝ => r⁻¹) atTop (𝓝 0)).pow 2
  have hlow : Tendsto (fun c : ℝ => p ^ 2 / 2 - p ^ 4 / 8 * c⁻¹ ^ 2) atTop
      (𝓝 (p ^ 2 / 2)) := by
    have h := (hk.const_mul (p ^ 4 / 8)).const_sub (p ^ 2 / 2)
    have e : p ^ 2 / 2 - p ^ 4 / 8 * (0 : ℝ) ^ 2 = p ^ 2 / 2 := by ring
    rwa [e] at h
  -- the quadratic relation bounds the kinetic energy from both sides
  have hup : ∀ c : ℝ, 0 < c → kineticEnergy c p ≤ p ^ 2 / 2 := by
    intro c hc
    obtain ⟨hq, h0⟩ := kinetic_relation c p
    have hc2 : 0 < c ^ 2 := by positivity
    refine le_of_mul_le_mul_left ?_ hc2
    nlinarith [sq_nonneg (kineticEnergy c p)]
  refine tendsto_of_tendsto_of_tendsto_of_le_of_le' hlow tendsto_const_nhds ?_ ?_
  · filter_upwards [eventually_gt_atTop (0 : ℝ)] with c hc
    obtain ⟨hq, h0⟩ := kinetic_relation c p
    have hk1 : c ^ 2 * c⁻¹ ^ 2 = 1 := by
      rw [← mul_pow, mul_inv_cancel₀ hc.ne', one_pow]
    have hsq := pow_le_pow_left₀ h0 (hup c hc) 2
    have hm := mul_le_mul_of_nonneg_right hsq (sq_nonneg c⁻¹)
    have hT : kineticEnergy c p = p ^ 2 / 2 - kineticEnergy c p ^ 2 / 2 * c⁻¹ ^ 2 := by
      generalize c⁻¹ ^ 2 = k at hk1 ⊢
      linear_combination (k / 2) * hq - (kineticEnergy c p - p ^ 2 / 2) * hk1
    nlinarith
  · filter_upwards [eventually_gt_atTop (0 : ℝ)] with c hc using hup c hc

/-- The deviation of IORA from Dirac, multiplied by `c⁴`, tends to `-(V + p²/2)² p²/8` as `c`
tends to infinity. -/
theorem iora_deviation_limit (p V : ℝ) :
    Tendsto (fun c => c ^ 4 * (ioraEnergy c p V - diracEnergy c p V)) atTop
      (𝓝 (-(V + p ^ 2 / 2) ^ 2 * p ^ 2 / 8)) := by
  have hT := kinetic_limit p
  have hE : Tendsto (fun c => diracEnergy c p V) atTop (𝓝 (V + p ^ 2 / 2)) :=
    (hT.const_add V).congr (fun c => (dirac_gauge c p V).symm)
  have hk := (tendsto_inv_atTop_zero : Tendsto (fun r : ℝ => r⁻¹) atTop (𝓝 0)).pow 2
  have hB := (((hk.const_mul V).const_sub 2).pow 2).add (hk.const_mul (p ^ 2))
  have lim := (hT.mul (hE.pow 2)).neg.div hB (by norm_num)
  have hval : -(V + p ^ 2 / 2) ^ 2 * p ^ 2 / 8 =
      -(p ^ 2 / 2 * (V + p ^ 2 / 2) ^ 2) / ((2 - V * 0 ^ 2) ^ 2 + p ^ 2 * 0 ^ 2) := by
    norm_num
    ring
  rw [hval]
  refine lim.congr' ?_
  filter_upwards [eventually_gt_atTop (1 : ℝ), eventually_gt_atTop V] with c h1 h2
  have hV : V ≠ 2 * c ^ 2 := by
    have : V < 2 * c ^ 2 := by nlinarith
    exact this.ne
  have hc : c ≠ 0 := by linarith
  have hc4 : c ^ 4 ≠ 0 := pow_ne_zero 4 hc
  have hk1 : c ^ 2 * c⁻¹ ^ 2 = 1 := by rw [← mul_pow, mul_inv_cancel₀ hc, one_pow]
  -- take the factor c⁴ out of the denominator of the exact error
  have aux : ∀ k : ℝ, c ^ 2 * k = 1 → (2 * c ^ 2 - V) ^ 2 + c ^ 2 * p ^ 2 =
      c ^ 4 * ((2 - V * k) ^ 2 + p ^ 2 * k) := by
    intro k hk
    have e : c ^ 4 * ((2 - V * k) ^ 2 + p ^ 2 * k) =
        (2 * c ^ 2 - V * (c ^ 2 * k)) ^ 2 + c ^ 2 * p ^ 2 * (c ^ 2 * k) := by ring
    rw [e, hk]
    ring
  have cancel : ∀ A B : ℝ, c ^ 4 * -(A / (c ^ 4 * B)) = -A / B := by
    intro A B
    rw [neg_div, mul_neg, ← mul_div_assoc, mul_div_mul_left _ _ hc4]
  have herr := (iora_error c p V hV).1
  rw [aux _ hk1] at herr
  have hdiff := congrArg Neg.neg herr
  rw [neg_sub] at hdiff
  rw [hdiff]
  exact (cancel _ _).symm

/-- If `p` and `V + p²/2` are nonzero, the IORA energy lies strictly below the Dirac energy for
all sufficiently large `c`. -/
theorem iora_below_dirac (p V : ℝ) (hp : p ≠ 0) (hE : V + p ^ 2 / 2 ≠ 0) :
    ∀ᶠ c in atTop, ioraEnergy c p V < diracEnergy c p V := by
  have hneg : -(V + p ^ 2 / 2) ^ 2 * p ^ 2 / 8 < 0 := by
    have h : 0 < (V + p ^ 2 / 2) ^ 2 * p ^ 2 :=
      mul_pos (pow_pos (abs_pos.mpr hE) 2 |>.trans_eq (sq_abs _)) (by positivity)
    linarith
  filter_upwards [(iora_deviation_limit p V).eventually (eventually_lt_nhds hneg)] with c hc
  by_contra h
  have h' : 0 ≤ ioraEnergy c p V - diracEnergy c p V := by linarith [not_lt.mp h]
  have h4 : 0 ≤ c ^ 4 := by positivity
  linarith [mul_nonneg h4 h']

/-- When the potential is shifted by a constant `a`, the IORA energy fails to shift by `a` by an
amount that, multiplied by `c⁴`, tends to `-p² a (2V + a + p²)/8`. -/
theorem iora_gauge_defect_limit (p V a : ℝ) :
    Tendsto (fun c => c ^ 4 * (ioraEnergy c p (V + a) - (ioraEnergy c p V + a))) atTop
      (𝓝 (-(p ^ 2 * a * (2 * V + a + p ^ 2)) / 8)) := by
  have h := (iora_deviation_limit p (V + a)).sub (iora_deviation_limit p V)
  have e : -(p ^ 2 * a * (2 * V + a + p ^ 2)) / 8 =
      -(V + a + p ^ 2 / 2) ^ 2 * p ^ 2 / 8 - -(V + p ^ 2 / 2) ^ 2 * p ^ 2 / 8 := by ring
  rw [e]
  refine h.congr (fun c => ?_)
  -- the Dirac energies shift by exactly a
  rw [dirac_gauge, dirac_gauge]
  ring

/-- For nonzero `p` and any nonzero shift `a` with `2V + a + p² ≠ 0`, the IORA energy does not
shift by `a` with the potential, for all sufficiently large `c`. -/
theorem iora_breaks_gauge_invariance (p V a : ℝ) (hp : p ≠ 0) (ha : a ≠ 0)
    (hs : 2 * V + a + p ^ 2 ≠ 0) :
    ∀ᶠ c in atTop, ioraEnergy c p (V + a) ≠ ioraEnergy c p V + a := by
  have hne : -(p ^ 2 * a * (2 * V + a + p ^ 2)) / 8 ≠ 0 :=
    div_ne_zero (neg_ne_zero.mpr (mul_ne_zero (mul_ne_zero (pow_ne_zero 2 hp) ha) hs))
      (by norm_num)
  filter_upwards [(iora_gauge_defect_limit p V a).eventually (eventually_ne_nhds hne)] with c hc
  intro h
  exact hc (by rw [h, sub_self, mul_zero])

end

end IORAGaugeDependence
```

```lean
#print axioms IORAGaugeDependence.iora_eq_expectation
#print axioms IORAGaugeDependence.iora_below_dirac
#print axioms IORAGaugeDependence.iora_gauge_defect_limit
#print axioms IORAGaugeDependence.iora_breaks_gauge_invariance
```

```
'IORAGaugeDependence.iora_eq_expectation' depends on axioms: [propext, Classical.choice, Quot.sound]
'IORAGaugeDependence.iora_below_dirac' depends on axioms: [propext, Classical.choice, Quot.sound]
'IORAGaugeDependence.iora_gauge_defect_limit' depends on axioms: [propext, Classical.choice, Quot.sound]
'IORAGaugeDependence.iora_breaks_gauge_invariance' depends on axioms: [propext, Classical.choice, Quot.sound]
```

The main theorem, `iora_deviation_limit`, says that for fixed real p and V

c⁴(E_I − E_D) → −(V + p²/2)² p²/8 as c → ∞.

Here E_D is `diracEnergy` and E_I is `ioraEnergy`, in units with electron mass 1 and with energies measured from the rest energy. The speed of light c is a real variable, and `Tendsto … atTop` is the nonrelativistic limit. The model is a 2×2 matrix, `diracMatrix`, acting on a large and a small component:

H = [[V, cp], [cp, V − 2c²]].

A potential that varies in space, and so fails to commute with momentum, is not covered.

For an eigenvector (1, X) with energy E, the second row of H gives (2c² − V + E)X = cp. IORA drops E here, sets X = cp/(2c² − V), and takes the expectation value of H. With D = 2c² − V, so that cp = DX,

E_I = (V + 2cpX − DX²)/(1 + X²) = (V + DX²)/(1 + X²).

Since DX² = c²p²/D, this is the defining formula of `ioraEnergy`, as `iora_eq_expectation` proves for V ≠ 2c². The division by 1 + X² normalises the spinor.

For the Dirac energy, let T = √(c⁴ + c²p²) − c². Squaring T + c² gives

T(T + 2c²) = c²p², with T ≥ 0.

This is `kinetic_relation`. Since E_D = V + T (`dirac_gauge`), the Dirac energy shifts exactly with V. For c ≠ 0, `dirac_eigenvector` checks that H has eigenvalue E_D on (T + 2c², cp): the first row gives V(T + 2c²) + c²p² = (V + T)(T + 2c²), and the second gives cp(T + 2c² + V − 2c²) = (V + T)cp.

To compare the two energies, write q = c²p² and clear the inner fractions:

E_I = (VD² + qD)/(D² + q)

E_D − E_I = [TD² − q(D − E_D)]/(D² + q).

Because 2c² + T = D + E_D, the quadratic relation reads q = T(D + E_D). The numerator becomes TD² − T(D² − E_D²) = TE_D², so

E_D − E_I = T E_D²/(D² + c²p²) ≥ 0.

This is `iora_error`, valid for V ≠ 2c². Its auxiliary statement `key` clears the fractions, and `linear_combination` inserts the quadratic relation. The error vanishes when E_D = 0, where the dropped energy was zero anyway.

For the limit, the quadratic relation with c > 0 gives T = p²/2 − T²/(2c²). Hence T ≤ p²/2, and putting this bound back yields

p²/2 − p⁴/(8c²) ≤ T ≤ p²/2.

The squeeze in `kinetic_limit` gives T → p²/2, so E_D → V + p²/2. Also

(D² + c²p²)/c⁴ = (2 − V/c²)² + p²/c² → 4.

Multiplying the exact error by −c⁴ therefore gives the limit −(p²/2)(V + p²/2)²/4, as stated. If p and V + p²/2 are nonzero, this is negative, and `iora_below_dirac` concludes that E_I < E_D for all sufficiently large c.

Under a shift a, the Dirac energies cancel from the gauge defect, leaving the difference of two IORA errors:

c⁴[E_I(V + a) − E_I(V) − a] → −p² a(2V + a + p²)/8.

This is `iora_gauge_defect_limit`. When p, a and 2V + a + p² are all nonzero, `iora_breaks_gauge_invariance` says that the shift fails for all sufficiently large c; the notation `∀ᶠ` supplies no explicit threshold. At a = −(2V + p²) the leading errors coincide, and the theorem makes no claim.

Take c = 4 and p = 3, a strongly relativistic momentum, so T = 20 − 16 = 4. At V = 0, E_D = 4 and the error is 4·16/(1024 + 144) = 64/1168 ≈ 0.055, giving E_I ≈ 3.945. At V = −4, E_I = E_D = 0. Lowering the potential by 4 has lowered the IORA energy by only about 3.945.

At p = 0 and V ≠ 2c², T = 0 and both energies equal V. For relativistic calculations, this one-momentum, constant-potential model shows how an IORA energy can fail to shift by a constant added to the potential, even though the Dirac energy shifts by exactly that constant.
